# Kramers–Kronig relations for a finite sum of Debye relaxations

The dispersive part of a causal dielectric response, measured from its high-frequency limit, can be obtained from its loss spectrum by integrating the loss over positive frequencies with a weight that is singular at the frequency of interest, leaving out a symmetric window around the singularity and letting that window close. For a response made of finitely many Debye relaxations with positive relaxation times, the integral converges, at every positive frequency, to the real part of the response as the window closes. When a numerical Kramers–Kronig routine is given the loss of such a model, its output can therefore be compared with an exact value.

The general Kramers–Kronig relations rest on causality and are usually derived by contour integration. The argument here uses the explicit Debye form instead and needs only real antiderivatives, so it applies to this model and not to an arbitrary causal response.

```lean
import Mathlib

open MeasureTheory Set Filter
open scoped Real Topology

namespace DebyeKramersKronig

noncomputable section
```

## The response and its sign convention

Let $x$ be the real angular frequency. The response is

$$\chi(x)=\sum_j \frac{a_j}{1-i x\tau_j},$$

with real amplitudes $a_j$ of either sign and relaxation times $\tau_j$, which are positive in the model although the Lean definition does not require it. The minus sign in the denominator belongs to the time dependence $e^{-ixt}$, for which the loss at $x>0$ is the imaginary part $\operatorname{Im}\chi(x)$; a term with positive amplitude contributes positively to it. In `debye`, the index `j` runs over a finite type `ι`, and frequencies and times are plain real numbers in mutually reciprocal units. The response vanishes at high frequency, so a constant background such as the high-frequency permittivity $\varepsilon_\infty$ has to be subtracted before the real part is compared with the integral.

```lean
/-- The multi-Debye response `∑ a_j / (1 - i x τ_j)` at real frequency `x`. -/
def debye {ι : Type*} [Fintype ι] (a τ : ι → ℝ) (x : ℝ) : ℂ :=
  ∑ j, (a j : ℂ) / (1 - Complex.I * x * τ j)
```

## Principal value by symmetric excision

Fix a frequency $w$ and a half-width $\delta>0$. The integration domain consists of the positive frequencies outside the window:

$$E_\delta=\{x>0 : |x-w|>\delta\}.$$

```lean
/-- The positive frequencies farther than `δ` from the frequency `w`. -/
def excised (w δ : ℝ) : Set ℝ := {x | 0 < x ∧ δ < |x - w|}
```

A function $f$ has principal value $A$ when it is integrable on every $E_\delta$ and

$$\lim_{\delta\to0^+}\int_{E_\delta} f(x)\,dx=A .$$

`HasPV f w A` states both conditions. The first is needed because Lean assigns the value zero to the integral of a non-integrable function, and a divergent integral could otherwise pass for a convergent one. In the limit, `𝓝[>] 0` means that $\delta$ approaches zero from above.

```lean
/-- `f` has principal value `A` over the positive frequencies: it is integrable outside every
symmetric window around `w`, and the integrals tend to `A` as the window closes. -/
def HasPV (f : ℝ → ℝ) (w A : ℝ) : Prop :=
  (∀ δ, 0 < δ → IntegrableOn f (excised w δ)) ∧
    Tendsto (fun δ => ∫ x in excised w δ, f x) (𝓝[>] 0) (𝓝 A)
```

## Linearity, finite sums and the value at the pole

If $f$ and $g$ have principal values $A$ and $B$, then $cf+dg$ has principal value $cA+dB$. On each $E_\delta$ this is linearity of the ordinary integral, and the limit preserves it.

```lean
/-- Principal values are linear in the integrand. -/
theorem HasPV.linear {f g : ℝ → ℝ} {w A B : ℝ} (hf : HasPV f w A) (hg : HasPV g w B)
    (c d : ℝ) : HasPV (fun x => c * f x + d * g x) w (c * A + d * B) := by
  have hi : ∀ δ, 0 < δ → Integrable (fun x => c * f x) (volume.restrict (excised w δ)) :=
    fun δ h => Integrable.const_mul (hf.1 δ h) c
  have hj : ∀ δ, 0 < δ → Integrable (fun x => d * g x) (volume.restrict (excised w δ)) :=
    fun δ h => Integrable.const_mul (hg.1 δ h) d
  refine ⟨fun δ h => (hi δ h).add (hj δ h), ?_⟩
  refine ((hf.2.const_mul c).add (hg.2.const_mul d)).congr' ?_
  filter_upwards [self_mem_nhdsWithin] with δ hδ
  rw [integral_add (hi δ hδ) (hj δ hδ), integral_const_mul, integral_const_mul]
```

Induction on the number of terms extends this to finite sums. The empty sum is the zero function, with principal value zero.

```lean
/-- The principal value of a finite sum is the sum of the principal values. -/
theorem HasPV.sum {ι : Type*} {f : ι → ℝ → ℝ} {w : ℝ} {A : ι → ℝ} (s : Finset ι)
    (h : ∀ i, HasPV (f i) w (A i)) : HasPV (fun x => ∑ i ∈ s, f i x) w (∑ i ∈ s, A i) := by
  classical
  induction s using Finset.induction_on with
  | empty => simp [HasPV]
  | insert i s hi ih => simpa [Finset.sum_insert hi] using (h i).linear ih 1 1
```

Since $w$ lies in no $E_\delta$, two integrands that agree at all positive $x\neq w$ have the same principal value. This permits algebraic identities that hold only away from the pole.

```lean
/-- The principal value depends only on the integrand at positive frequencies other than `w`. -/
theorem HasPV.congr {f g : ℝ → ℝ} {w A B : ℝ} (h : HasPV f w A)
    (hfg : ∀ x, 0 < x → x ≠ w → f x = g x) (hAB : A = B) : HasPV g w B := by
  subst hAB
  have hm : ∀ δ, MeasurableSet (excised w δ) := by
    intro δ
    have ho : IsOpen {x : ℝ | δ < |x - w|} :=
      isOpen_lt continuous_const (continuous_id.sub continuous_const).abs
    have hset : excised w δ = Ioi 0 ∩ {x : ℝ | δ < |x - w|} := Set.ext fun x => Iff.rfl
    rw [hset]
    exact measurableSet_Ioi.inter ho.measurableSet
  have he : ∀ δ, 0 < δ → EqOn f g (excised w δ) := by
    intro δ hδ x hx
    refine hfg x hx.1 (fun hxw => ?_)
    have h2 := hx.2
    rw [hxw, sub_self, abs_zero] at h2
    linarith
  refine ⟨fun δ hδ => (h.1 δ hδ).congr_fun (he δ hδ) (hm δ), h.2.congr' ?_⟩
  filter_upwards [self_mem_nhdsWithin] with δ hδ
  exact setIntegral_congr_fun (hm δ) (he δ hδ)
```

## Principal values from an antiderivative

Let $g$ be an antiderivative of $g'$ on $x\ge0$, $x\ne w$, with $g(x)\to l$ as $x\to\infty$. For $0<\delta<w$ the domain is $(0,w-\delta)\cup(w+\delta,\infty)$, and

$$\int_{E_\delta} g'(x)\,dx=[g(w-\delta)-g(0)]+[l-g(w+\delta)]
=(l-g(0))+[g(w-\delta)-g(w+\delta)].$$

If the last bracket tends to zero, the principal value is $l-g(0)$. The function $g$ itself may diverge at $w$, provided that the two sides diverge alike.

The theorem also assumes that $g'$ is continuous away from $w$, which makes it integrable on the bounded part, and that $g'\ge0$ above $w$, which together with the finite limit $l$ makes it integrable on the tail. The intermediate statement `key` is the displayed formula together with integrability on $E_\delta$, for $0<\delta<w$. For a window with $\delta\ge w$, integrability follows from that for a smaller window, whose domain is larger.

```lean
/-- Let `w > 0`, and let `g'` be continuous at every `x ≥ 0` other than `w`, nonnegative above `w`,
and the derivative of `g` at every `x ≥ 0` other than `w`. If `g` tends to `l` at high frequency and
`g (w - δ) - g (w + δ)` tends to zero as `δ` tends to zero from above, then `g'` has principal value
`l - g 0`. -/
theorem hasPV_of_antiderivative {g g' : ℝ → ℝ} {w l : ℝ} (hw : 0 < w)
    (hd : ∀ x, 0 ≤ x → x ≠ w → HasDerivAt g (g' x) x)
    (hc : ∀ x, 0 ≤ x → x ≠ w → ContinuousAt g' x)
    (hp : ∀ x, w < x → 0 ≤ g' x) (hl : Tendsto g atTop (𝓝 l))
    (hs : Tendsto (fun δ => g (w - δ) - g (w + δ)) (𝓝[>] 0) (𝓝 0)) :
    HasPV g' w (l - g 0) := by
  have key : ∀ δ, 0 < δ → δ < w → IntegrableOn g' (excised w δ) ∧
      ∫ x in excised w δ, g' x = (l - g 0) + (g (w - δ) - g (w + δ)) := by
    intro δ h0 h1
    -- the excised half-line is a bounded interval and a tail
    have hset : excised w δ = Ioo 0 (w - δ) ∪ Ioi (w + δ) := by
      ext x
      simp only [excised, mem_ofPred_eq, mem_union, mem_Ioo, mem_Ioi, lt_abs]
      constructor
      · rintro ⟨hx, h | h⟩
        · right; linarith
        · left; constructor <;> linarith
      · rintro (⟨hx, h⟩ | h)
        · exact ⟨hx, Or.inr (by linarith)⟩
        · exact ⟨by linarith, Or.inl (by linarith)⟩
    have hne : ∀ x ∈ uIcc 0 (w - δ), 0 ≤ x ∧ x ≠ w := by
      intro x hx
      rw [uIcc_of_le (by linarith)] at hx
      exact ⟨hx.1, fun h => by have := hx.2; linarith⟩
    have hi : IntervalIntegrable g' volume 0 (w - δ) := ContinuousOn.intervalIntegrable
      (fun x hx => (hc x (hne x hx).1 (hne x hx).2).continuousWithinAt)
    have e1 := intervalIntegral.integral_eq_sub_of_hasDerivAt
      (fun x hx => hd x (hne x hx).1 (hne x hx).2) hi
    have i1 : IntegrableOn g' (Ioo 0 (w - δ)) :=
      ((intervalIntegrable_iff_integrableOn_Ioc_of_le (by linarith)).1 hi).mono_set
        Ioo_subset_Ioc_self
    have hd2 : ∀ x ∈ Ici (w + δ), HasDerivAt g (g' x) x := fun x hx => by
      have hx' : w + δ ≤ x := hx
      exact hd x (by linarith) (fun h => by linarith)
    have i2 : IntegrableOn g' (Ioi (w + δ)) := integrableOn_Ioi_deriv_of_nonneg' hd2
      (fun x hx => hp x (by have hx' : w + δ < x := hx; linarith)) hl
    have e2 := integral_Ioi_of_hasDerivAt_of_tendsto' hd2 i2 hl
    have hdis : Disjoint (Ioo 0 (w - δ)) (Ioi (w + δ)) := Set.disjoint_left.2
      (fun x hx hx' => by have h2 := hx.2; have h3 : w + δ < x := hx'; linarith)
    rw [hset]
    refine ⟨i1.union i2, ?_⟩
    rw [setIntegral_union hdis measurableSet_Ioi i1 i2, ← integral_Ioc_eq_integral_Ioo,
      ← intervalIntegral.integral_of_le (by linarith), e1, e2]
    ring
  refine ⟨fun δ hδ => ?_, ?_⟩
  · exact (key (min δ (w / 2)) (lt_min hδ (by linarith))
      ((min_le_right _ _).trans_lt (by linarith))).1.mono_set
      (fun x hx => ⟨hx.1, (min_le_left _ _).trans_lt hx.2⟩)
  · have h := hs.const_add (l - g 0)
    rw [add_zero] at h
    refine h.congr' ?_
    filter_upwards [Ioo_mem_nhdsGT hw] with δ hδ
    exact (key δ hδ.1 hδ.2).2.symm
```

## The Lorentzian contributes $\pi/2$

For $\tau>0$ take $g(x)=\arctan(\tau x)$. Then

$$g'(x)=\frac{\tau}{1+\tau^2x^2},\qquad g(0)=0,\qquad l=\frac{\pi}{2}.$$

Since $g$ is continuous at $w$, the bracket vanishes in the limit and the principal value is $\pi/2$.

```lean
/-- For `τ > 0` and `w > 0`, the Lorentzian `τ / (1 + (τ x)²)` has principal value `π / 2`. -/
theorem hasPV_lorentzian {τ w : ℝ} (hτ : 0 < τ) (hw : 0 < w) :
    HasPV (fun x => τ / (1 + (τ * x) ^ 2)) w (π / 2) := by
  have hl : Tendsto (fun x => Real.arctan (τ * x)) atTop (𝓝 (π / 2)) :=
    (Real.tendsto_arctan_atTop.mono_right nhdsWithin_le_nhds).comp
      (tendsto_id.const_mul_atTop hτ)
  have hcts : Continuous (fun δ : ℝ => Real.arctan (τ * (w - δ)) - Real.arctan (τ * (w + δ))) :=
    (Real.continuous_arctan.comp (by fun_prop : Continuous fun δ : ℝ => τ * (w - δ))).sub
      (Real.continuous_arctan.comp (by fun_prop : Continuous fun δ : ℝ => τ * (w + δ)))
  have hs := (hcts.tendsto 0).mono_left (nhdsWithin_le_nhds (s := Ioi 0))
  simp only [add_zero, sub_zero, sub_self] at hs
  have h := hasPV_of_antiderivative (g := fun x => Real.arctan (τ * x))
    (g' := fun x => τ / (1 + (τ * x) ^ 2)) hw
    (fun x _ _ => by
      convert ((hasDerivAt_id' x).const_mul τ).arctan using 1
      ring)
    (fun x _ _ => ContinuousAt.div (by fun_prop) (by fun_prop) (by positivity))
    (fun x _ => by positivity) hl hs
  convert h using 1
  simp
```

## The bare pole contributes nothing

Take $g(x)=\ln|x-w|-\ln|x+w|$ with $w>0$. Its derivative is

$$\frac{1}{x-w}-\frac{1}{x+w}=\frac{2w}{x^2-w^2}.$$

At zero, $g(0)=\ln w-\ln w=0$. For $x>w$ we have $g(x)=\ln\!\left(1-\frac{2w}{x+w}\right)$, which tends to $0$ at high frequency, so $l=0$. Near the pole,

$$g(w-\delta)-g(w+\delta)=[\ln\delta-\ln(2w-\delta)]-[\ln\delta-\ln(2w+\delta)]
=\ln\frac{2w+\delta}{2w-\delta}\to0 .$$

The divergent terms $\ln\delta$ cancel because the window is symmetric. The absolute values are not written in the code, since `Real.log` of a negative number is the logarithm of its absolute value.

```lean
/-- For `w > 0`, the bare pole `2 w / (x² - w²)` has principal value zero over the positive
frequencies. -/
theorem hasPV_pole {w : ℝ} (hw : 0 < w) : HasPV (fun x => 2 * w / (x ^ 2 - w ^ 2)) w 0 := by
  have hl : Tendsto (fun x => Real.log (x - w) - Real.log (x + w)) atTop (𝓝 0) := by
    have h1 : Tendsto (fun x : ℝ => 2 * w / (x + w)) atTop (𝓝 0) :=
      tendsto_const_nhds.div_atTop (tendsto_atTop_add_const_right _ w tendsto_id)
    have h2 := (h1.const_sub 1).log (by norm_num)
    rw [sub_zero, Real.log_one] at h2
    refine h2.congr' ?_
    filter_upwards [eventually_gt_atTop w] with x hx
    have hm : x - w ≠ 0 := by linarith [sub_pos.2 hx] |> fun h : 0 < x - w => h.ne'
    have hq : x + w ≠ 0 := (by linarith : 0 < x + w).ne'
    rw [← Real.log_div hm hq]
    congr 1
    rw [eq_div_iff hq, sub_mul, div_mul_cancel₀ _ hq]
    ring
  -- the logarithmic divergences on the two sides of the pole cancel
  have hs : Tendsto (fun δ => (Real.log (w - δ - w) - Real.log (w - δ + w)) -
      (Real.log (w + δ - w) - Real.log (w + δ + w))) (𝓝[>] 0) (𝓝 0) := by
    have hcts : ContinuousAt (fun δ => Real.log (2 * w + δ) - Real.log (2 * w - δ)) 0 := by
      refine ContinuousAt.sub (ContinuousAt.log (by fun_prop) ?_)
        (ContinuousAt.log (by fun_prop) ?_) <;> (norm_num; exact hw.ne')
    have h := hcts.tendsto.mono_left (nhdsWithin_le_nhds (s := Ioi 0))
    simp only [add_zero, sub_zero, sub_self] at h
    refine h.congr (fun δ => ?_)
    rw [show w - δ - w = -δ by ring, show w + δ - w = δ by ring,
      show w - δ + w = 2 * w - δ by ring, show w + δ + w = 2 * w + δ by ring,
      Real.log_neg_eq_log]
    ring
  have hne : ∀ x, 0 ≤ x → x ≠ w → x - w ≠ 0 ∧ x + w ≠ 0 := fun x hx h =>
    ⟨sub_ne_zero.2 h, (by linarith : 0 < x + w).ne'⟩
  have hfac : ∀ x : ℝ, x ^ 2 - w ^ 2 = (x - w) * (x + w) := fun x => by ring
  have h := hasPV_of_antiderivative (g := fun x => Real.log (x - w) - Real.log (x + w))
    (g' := fun x => 2 * w / (x ^ 2 - w ^ 2)) hw
    (fun x hx hxw => by
      obtain ⟨h1, h2⟩ := hne x hx hxw
      refine ((((hasDerivAt_id' x).sub_const w).log h1).fun_sub
        (((hasDerivAt_id' x).add_const w).log h2)).congr_deriv ?_
      show 1 / (x - w) - 1 / (x + w) = 2 * w / (x ^ 2 - w ^ 2)
      rw [hfac, div_sub_div _ _ h1 h2]
      congr 1
      ring)
    (fun x hx hxw => ContinuousAt.div (by fun_prop) (by fun_prop)
      (by rw [hfac]; exact mul_ne_zero (hne x hx hxw).1 (hne x hx hxw).2))
    (fun x hx => div_nonneg (by linarith) (by nlinarith)) hl hs
  convert h using 1
  simp
```

## Real and imaginary parts

Multiplying numerator and denominator of each term by $1+ix\tau_j$ gives

$$\operatorname{Re}\chi(x)=\sum_j\frac{a_j}{1+\tau_j^2x^2},\qquad
\operatorname{Im}\chi(x)=\sum_j\frac{a_j\tau_jx}{1+\tau_j^2x^2}.$$

```lean
/-- The real and imaginary parts of the multi-Debye response at real frequency. -/
theorem debye_re_im {ι : Type*} [Fintype ι] (a τ : ι → ℝ) (x : ℝ) :
    (debye a τ x).re = ∑ j, a j / (1 + (τ j * x) ^ 2) ∧
      (debye a τ x).im = ∑ j, a j * (τ j * x) / (1 + (τ j * x) ^ 2) := by
  have hre : ∀ j, (1 - Complex.I * x * τ j).re = 1 := fun j => by simp
  have him : ∀ j, (1 - Complex.I * x * τ j).im = -(τ j * x) := fun j => by simp [mul_comm]
  unfold debye
  rw [Complex.re_sum, Complex.im_sum]
  constructor <;> refine Finset.sum_congr rfl (fun j _ => ?_)
  · rw [Complex.div_re, Complex.normSq_apply, hre, him, Complex.ofReal_re, Complex.ofReal_im]
    ring
  · rw [Complex.div_im, Complex.normSq_apply, hre, him, Complex.ofReal_re, Complex.ofReal_im]
    ring
```

## The real part from the loss

For each $j$ and each positive $x\ne w$, partial fractions give

$$\frac{x\cdot\tau_jx}{(1+\tau_j^2x^2)(x^2-w^2)}
=\frac{1}{1+\tau_j^2w^2}\left[\frac{\tau_j}{1+\tau_j^2x^2}+\frac{\tau_jw}{2}\,\frac{2w}{x^2-w^2}\right].$$

Over a common denominator, the numerator in the bracket is $\tau_j(x^2-w^2)+\tau_jw^2(1+\tau_j^2x^2)=\tau_jx^2(1+\tau_j^2w^2)$, which confirms the identity. The first term in the bracket has principal value $\pi/2$ and the second has zero. Multiplying by $2a_j/\pi$ and summing,

$$\frac{2}{\pi}\,\mathrm{PV}\!\int_0^\infty\frac{x\operatorname{Im}\chi(x)}{x^2-w^2}\,dx
=\sum_j\frac{a_j}{1+\tau_j^2w^2}=\operatorname{Re}\chi(w).$$

In `kramers_kronig_re`, the hypothesis `hτ` says that every relaxation time is positive, so that each term describes decay after a perturbation, and `hw` restricts the evaluation to $w>0$; the static limit is not treated. The proof combines the two building blocks by `HasPV.linear` with the coefficients above and adds the terms by `HasPV.sum`. `HasPV.congr` then exchanges the decomposed integrand for the original one, with `field_simp` and `ring` checking the partial fractions.

```lean
/-- Kramers-Kronig relation for the multi-Debye response with positive relaxation times, at a
frequency `w > 0`: the principal value of `(2/π) x Im χ(x) / (x² - w²)` over positive frequencies
exists and equals `Re χ(w)`. -/
theorem kramers_kronig_re {ι : Type*} [Fintype ι] (a τ : ι → ℝ) (hτ : ∀ j, 0 < τ j)
    {w : ℝ} (hw : 0 < w) :
    HasPV (fun x => 2 / π * (x * (debye a τ x).im / (x ^ 2 - w ^ 2))) w (debye a τ w).re := by
  have hπ := Real.pi_ne_zero
  -- partial fractions: each term of the integrand combines a Lorentzian and a bare pole
  have h := HasPV.sum Finset.univ (fun j => (hasPV_lorentzian (hτ j) hw).linear (hasPV_pole hw)
    (2 / π * (a j / (1 + (τ j * w) ^ 2))) (2 / π * (a j * τ j * w / 2 / (1 + (τ j * w) ^ 2))))
  refine h.congr (fun x hx hxw => ?_) ?_
  · have hD : x ^ 2 - w ^ 2 ≠ 0 := by
      rw [show x ^ 2 - w ^ 2 = (x - w) * (x + w) by ring]
      exact mul_ne_zero (sub_ne_zero.2 hxw) (by positivity)
    rw [(debye_re_im a τ x).2, Finset.mul_sum, Finset.sum_div, Finset.mul_sum]
    refine Finset.sum_congr rfl (fun j _ => ?_)
    have h1 : 1 + (τ j * x) ^ 2 ≠ 0 := by positivity
    have h2 : 1 + (τ j * w) ^ 2 ≠ 0 := by positivity
    field_simp
    ring
  · rw [(debye_re_im a τ w).1]
    refine Finset.sum_congr rfl (fun j _ => ?_)
    rw [mul_zero, add_zero]
    field_simp
```

## The loss from the real part

The companion relation uses

$$\frac{1}{(1+\tau_j^2x^2)(x^2-w^2)}
=\frac{1}{1+\tau_j^2w^2}\left[\frac{1}{x^2-w^2}-\frac{\tau_j^2}{1+\tau_j^2x^2}\right].$$

The pole again drops out, and the Lorentzian part of the bracket has principal value $-\tau_j\pi/2$. Multiplying by $-2wa_j/\pi$ and summing,

$$-\frac{2w}{\pi}\,\mathrm{PV}\!\int_0^\infty\frac{\operatorname{Re}\chi(x)}{x^2-w^2}\,dx
=\sum_j\frac{a_j\tau_jw}{1+\tau_j^2w^2}=\operatorname{Im}\chi(w).$$

`kramers_kronig_im` states this under the same hypotheses, and its proof follows the same steps with these coefficients and with the roles of the real and imaginary parts exchanged.

```lean
/-- The companion relation, for positive relaxation times and a frequency `w > 0`: the principal
value of `-(2w/π) Re χ(x) / (x² - w²)` over positive frequencies exists and equals `Im χ(w)`. -/
theorem kramers_kronig_im {ι : Type*} [Fintype ι] (a τ : ι → ℝ) (hτ : ∀ j, 0 < τ j)
    {w : ℝ} (hw : 0 < w) :
    HasPV (fun x => -(2 * w / π) * ((debye a τ x).re / (x ^ 2 - w ^ 2))) w
      (debye a τ w).im := by
  have hπ := Real.pi_ne_zero
  have h := HasPV.sum Finset.univ (fun j => (hasPV_lorentzian (hτ j) hw).linear (hasPV_pole hw)
    (2 * w / π * (a j * τ j / (1 + (τ j * w) ^ 2))) (-(a j / (1 + (τ j * w) ^ 2) / π)))
  refine h.congr (fun x hx hxw => ?_) ?_
  · have hD : x ^ 2 - w ^ 2 ≠ 0 := by
      rw [show x ^ 2 - w ^ 2 = (x - w) * (x + w) by ring]
      exact mul_ne_zero (sub_ne_zero.2 hxw) (by positivity)
    rw [(debye_re_im a τ x).1, Finset.sum_div, Finset.mul_sum]
    refine Finset.sum_congr rfl (fun j _ => ?_)
    have h1 : 1 + (τ j * x) ^ 2 ≠ 0 := by positivity
    have h2 : 1 + (τ j * w) ^ 2 ≠ 0 := by positivity
    field_simp
    ring
  · rw [(debye_re_im a τ w).2]
    refine Finset.sum_congr rfl (fun j _ => ?_)
    rw [mul_zero, add_zero]
    field_simp

end

end DebyeKramersKronig
```

```lean
#print axioms DebyeKramersKronig.kramers_kronig_re
#print axioms DebyeKramersKronig.kramers_kronig_im
```

```
'DebyeKramersKronig.kramers_kronig_re' depends on axioms: [propext, Classical.choice, Quot.sound]
'DebyeKramersKronig.kramers_kronig_im' depends on axioms: [propext, Classical.choice, Quot.sound]
```
